# Positive shifted gaps give a level-shifted orbital rotation a negative initial energy slope unless all occupied-virtual Fock elements vanish

All matrices are real and finite, written in an orthonormal orbital basis. The index i labels occupied orbitals and a labels virtual ones. The density matrix is P, the one-electron matrix is h, and the mean field produced by P is G(P).

In Lean 4 with Mathlib:

```lean
import Mathlib

open Matrix

namespace LevelShiftDescent

noncomputable section

variable {n o v : Type*} [Fintype n] [DecidableEq n] [Fintype o] [DecidableEq o]
  [Fintype v] [DecidableEq v]
```

The types `o` and `v` are the finite sets of occupied and virtual orbitals. Their disjoint union `o ⊕ v` is the whole basis, in which `.inl i` is an occupied orbital and `.inr a` a virtual one. The type `n` is any finite basis, for statements that need no such division.

## Energy, Fock matrix and rotated density

```lean
/-- The mean-field energy `E(P) = Tr hP + (1/2) Tr G(P)P`. -/
def energy (h : Matrix n n ℝ) (G : Matrix n n ℝ →ₗ[ℝ] Matrix n n ℝ) (P : Matrix n n ℝ) : ℝ :=
  trace (h * P) + 1 / 2 * trace (G P * P)
```

This is the mean-field energy

E(P) = Tr hP + ½ Tr G(P)P.

The arrow `→ₗ[ℝ]` says that G is a real linear map from matrices to matrices. Coulomb and exchange terms are of this kind, and the factor ½ prevents double counting of the interaction.

```lean
/-- The Fock matrix `F = h + G(P)`. -/
def fock (h : Matrix n n ℝ) (G : Matrix n n ℝ →ₗ[ℝ] Matrix n n ℝ) (P : Matrix n n ℝ) :
    Matrix n n ℝ :=
  h + G P
```

The Fock matrix is F = h + G(P).

```lean
/-- The two-electron map `G` is self-adjoint for the trace pairing. -/
def TraceSelfAdjoint (G : Matrix n n ℝ →ₗ[ℝ] Matrix n n ℝ) : Prop :=
  ∀ A B, trace (G A * B) = trace (A * G B)
```

This condition on G reads

Tr G(A)B = Tr A G(B) for all A and B.

It stands for the reciprocity of a pair interaction: the energy of density A in the field of B equals that of B in the field of A. It is assumed of a general G and proved for the example below.

```lean
/-- The density matrix rotated by the orbital rotation `exp(tX)`. -/
def rotate (X P : Matrix n n ℝ) (t : ℝ) : Matrix n n ℝ :=
  NormedSpace.exp (t • X) * P * NormedSpace.exp (-(t • X))
```

The rotated density is

R(t) = exp(tX) P exp(−tX).

The definition accepts any X. For an antisymmetric X, exp(tX) is orthogonal, so the rotation keeps the orbitals orthonormal.

## The level-shifted generator

```lean
/-- The density matrix `diag(1,0)` that fills the orbitals `o` and leaves `v` empty. -/
def occ : Matrix (o ⊕ v) (o ⊕ v) ℝ := fromBlocks 1 0 0 0
```

The starting density is P = diag(1,0) in blocks: every orbital in `o` has occupation one and every orbital in `v` has occupation zero.

```lean
/-- The level-shifted gap `e_a - e_i + b`, with `e` the diagonal of `F`. -/
def gap (F : Matrix (o ⊕ v) (o ⊕ v) ℝ) (b : ℝ) (a : v) (i : o) : ℝ :=
  F (.inr a) (.inr a) - F (.inl i) (.inl i) + b
```

Write e for the diagonal of F and b for the level shift. The shifted gap is

g_ai = e_a − e_i + b.

The e's are diagonal elements and need not be eigenvalues of F, because F may have off-diagonal elements both within the blocks and between them.

```lean
/-- The mixing amplitudes `F_ai / (e_a - e_i + b)`, meant for nonzero shifted gaps. -/
def mixing (F : Matrix (o ⊕ v) (o ⊕ v) ℝ) (b : ℝ) : Matrix v o ℝ :=
  Matrix.of fun a i => F (.inr a) (.inl i) / gap F b a i
```

The amplitudes form a virtual-by-occupied matrix K with

K_ai = F_ai / g_ai.

```lean
/-- The level-shifted rotation generator, with `X_ai = -F_ai / (e_a - e_i + b)` and
`X_ia = -X_ai`, meant for nonzero shifted gaps. -/
def step (F : Matrix (o ⊕ v) (o ⊕ v) ℝ) (b : ℝ) : Matrix (o ⊕ v) (o ⊕ v) ℝ :=
  fromBlocks 0 (mixing F b)ᵀ (-mixing F b) 0
```

The generator X has K transposed in its upper right block and −K in its lower left block, so

X_ai = −F_ai / g_ai, X_ia = −X_ai.

When the occupied and virtual blocks of F are diagonal, this is the first-order rotation towards the eigenvectors of F with its virtual levels raised by b. A full level-shifted Roothaan step would diagonalise that shifted matrix; here X is fixed and only t varies.

## How the density and the energy start to change

```lean
open scoped Matrix.Norms.Operator in
/-- The rotated density matrix starts out with velocity `XP - PX`. -/
theorem rotate_hasDerivAt (X P : Matrix n n ℝ) :
    HasDerivAt (fun t => rotate X P t) (X * P - P * X) 0 := by
  have h1 : HasDerivAt (fun t : ℝ => NormedSpace.exp (t • X)) X 0 := by
    have hX := hasDerivAt_exp_smul_const X (0 : ℝ)
    simp at hX
    exact hX
  have h2 : HasDerivAt (fun t : ℝ => NormedSpace.exp (-(t • X))) (-X) 0 := by
    have hX := hasDerivAt_exp_smul_const (-X) (0 : ℝ)
    simp at hX
    exact hX
  refine ((h1.mul_const P).fun_mul h2).congr_deriv ?_
  simp [sub_eq_add_neg]
```

`HasDerivAt f f' 0` means that f is differentiable at 0 with derivative f'. At t = 0 both exponentials equal 1, and their derivatives are X and −X. The product rule gives

R'(0) = XP − PX.

In the proof, `h1` and `h2` are the two exponential derivatives, `fun_mul` is the product rule, and `congr_deriv` lets the result be rewritten in the stated form.

```lean
open scoped Matrix.Norms.Operator in
/-- If `G` is self-adjoint for the trace pairing, the energy along `rotate X P` has initial
derivative `Tr F(XP - PX)`, where `F = h + G(P)`. -/
theorem energy_hasDerivAt (h : Matrix n n ℝ) {G : Matrix n n ℝ →ₗ[ℝ] Matrix n n ℝ}
    (hG : TraceSelfAdjoint G) (X P : Matrix n n ℝ) :
    HasDerivAt (fun t => energy h G (rotate X P t))
      (trace (fock h G P * (X * P - P * X))) 0 := by
  have hR := rotate_hasDerivAt X P
  have h0 : rotate X P 0 = P := by simp [rotate]
  -- the trace and `G` are linear, hence commute with the derivative
  have tr : ∀ {f : ℝ → Matrix n n ℝ} {f' : Matrix n n ℝ}, HasDerivAt f f' 0 →
      HasDerivAt (fun t => trace (f t)) (trace f') 0 := by
    intro f f' hf
    have := (LinearMap.toContinuousLinearMap
      (Matrix.traceLinearMap n ℝ ℝ)).hasFDerivAt.comp_hasDerivAt (0 : ℝ) hf
    exact this
  have hGR : HasDerivAt (fun t => G (rotate X P t)) (G (X * P - P * X)) 0 := by
    have := (LinearMap.toContinuousLinearMap G).hasFDerivAt.comp_hasDerivAt (0 : ℝ) hR
    exact this
  refine ((tr (hR.const_mul h)).fun_add
    ((tr (hGR.fun_mul hR)).const_mul (1 / 2))).congr_deriv ?_
  -- self-adjointness makes the two halves of the quadratic term equal
  rw [h0, trace_add, hG, trace_mul_comm (X * P - P * X) (G P), fock, Matrix.add_mul, trace_add]
  ring
```

Write D = XP − PX. Since G and the trace are linear, differentiating the energy at t = 0 gives

E'(0) = Tr hD + ½ Tr G(D)P + ½ Tr G(P)D.

Self-adjointness and the cyclic property of the trace give

Tr G(D)P = Tr D G(P) = Tr G(P)D.

The two halves therefore merge:

E'(0) = Tr hD + Tr G(P)D = Tr FD.

The local facts `tr` and `hGR` carry the derivative through the trace and through G. The final `rw` applies self-adjointness as `hG` and the cyclic property as `trace_mul_comm`, and `ring` adds the halves.

```lean
/-- For a symmetric `F`, its level-shifted generator `X` and `P = diag(1,0)`, `Tr F(XP - PX) = -2 ∑
F_ai² / (e_a - e_i + b)`. -/
theorem trace_step {F : Matrix (o ⊕ v) (o ⊕ v) ℝ} (hF : F.IsSymm) (b : ℝ) :
    trace (F * (step F b * occ - occ * step F b)) =
      -2 * ∑ a, ∑ i, F (.inr a) (.inl i) ^ 2 / gap F b a i := by
  have hD : step F b * occ - occ * step F b =
      fromBlocks 0 (-(mixing F b)ᵀ) (-mixing F b) 0 := by
    rw [step, occ, sub_eq_add_neg, fromBlocks_multiply, fromBlocks_multiply,
      fromBlocks_neg, fromBlocks_add]
    simp
  have hs : ∀ i a, F (.inl i) (.inr a) = F (.inr a) (.inl i) := fun i a => hF.apply _ _
  -- both off-diagonal blocks contribute the same sum
  have h1 : ∑ i, ∑ a, F (.inl i) (.inr a) * -mixing F b a i =
      ∑ a, ∑ i, F (.inr a) (.inl i) * -mixing F b a i := by
    rw [Finset.sum_comm]
    simp only [hs]
  rw [hD]
  simp only [Matrix.trace, Matrix.diag_apply, Matrix.mul_apply, Fintype.sum_sum_type,
    fromBlocks_apply₁₁, fromBlocks_apply₁₂, fromBlocks_apply₂₁, fromBlocks_apply₂₂,
    Matrix.zero_apply, Matrix.neg_apply, Matrix.transpose_apply, mul_zero,
    Finset.sum_const_zero, zero_add, add_zero]
  rw [h1, ← two_mul]
  simp only [Finset.mul_sum]
  refine Finset.sum_congr rfl fun a _ => Finset.sum_congr rfl fun i _ => ?_
  simp only [mixing, Matrix.of_apply]
  ring
```

Next comes the block calculation. Multiplying X by P on the right keeps only its lower left block, −K. Multiplying on the left keeps only its upper right block, Kᵀ. Hence D has zero diagonal blocks and

D_ia = −K_ai, D_ai = −K_ai.

The trace is then

Tr FD = −Σ_ia F_ia K_ai − Σ_ai F_ai K_ai.

Symmetry of F, written `F.IsSymm`, makes the two sums equal, so

Tr FD = −2 Σ_ai F_ai K_ai = −2 Σ_ai F_ai² / g_ai.

The proof follows the same order: `hD` computes the blocks of D, `hs` is the symmetry, and `h1` identifies the two sums.

## The sign of the slope

```lean
/-- Let `G` be self-adjoint for the trace pairing and let the Fock matrix `F` of `diag(1,0)` be
symmetric. If all shifted gaps are positive, the energy along the level-shifted rotation has initial
derivative `-2 ∑ F_ai² / (e_a - e_i + b)`, which is negative exactly when some occupied-virtual
element `F_ai` is nonzero. -/
theorem level_shift_descent (h : Matrix (o ⊕ v) (o ⊕ v) ℝ)
    {G : Matrix (o ⊕ v) (o ⊕ v) ℝ →ₗ[ℝ] Matrix (o ⊕ v) (o ⊕ v) ℝ} (hG : TraceSelfAdjoint G)
    {F : Matrix (o ⊕ v) (o ⊕ v) ℝ} (hFock : F = fock h G occ) (hF : F.IsSymm)
    {b : ℝ} (hgap : ∀ a i, 0 < gap F b a i) :
    HasDerivAt (fun t => energy h G (rotate (step F b) occ t))
      (-2 * ∑ a, ∑ i, F (.inr a) (.inl i) ^ 2 / gap F b a i) 0 ∧
    (-2 * ∑ a, ∑ i, F (.inr a) (.inl i) ^ 2 / gap F b a i < 0 ↔
      ∃ a i, F (.inr a) (.inl i) ≠ 0) := by
  refine ⟨?_, ?_, ?_⟩
  · rw [← trace_step hF b]
    have := energy_hasDerivAt h hG (step F b) occ
    rwa [← hFock] at this
  · intro hneg
    by_contra hc
    push Not at hc
    simp [hc] at hneg
  · rintro ⟨a, i, hne⟩
    have hnn : ∀ a i, 0 ≤ F (.inr a) (.inl i) ^ 2 / gap F b a i :=
      fun a i => div_nonneg (sq_nonneg _) (hgap a i).le
    have hpos : 0 < ∑ a, ∑ i, F (.inr a) (.inl i) ^ 2 / gap F b a i :=
      Finset.sum_pos' (fun a _ => Finset.sum_nonneg fun i _ => hnn a i)
        ⟨a, Finset.mem_univ a, Finset.sum_pos' (fun i _ => hnn a i)
          ⟨i, Finset.mem_univ i, div_pos (by positivity) (hgap a i)⟩⟩
    linarith
```

The assumptions are that G is self-adjoint, that F is the Fock matrix of the starting density, that F is symmetric, and that every g_ai is positive. The conclusion, joined by `∧`, has two parts. First,

E'(0) = −2 Σ_ai F_ai² / g_ai.

Second, this number is negative if and only if some F_ai is nonzero.

The first part combines the two preceding theorems. For the second, if all F_ai vanish, the sum is zero and the slope cannot be negative. Conversely, every term is nonnegative, and a nonzero F_ai makes its own term strictly positive. The tactic `by_contra` handles the first direction and `Finset.sum_pos'` the second.

Vanishing F_ai is the SCF stationarity condition, which does not by itself identify a minimum. For SCF practice the theorem describes a local descent direction in a finite real basis; it does not establish convergence of an iteration.

```lean
/-- Let `G` be self-adjoint for the trace pairing and let the Fock matrix `F` of `diag(1,0)` be
symmetric. If some `F_ai` is nonzero, then for every sufficiently large level shift all short enough
rotations `exp(tX)` with `t > 0`, where `X` is the level-shifted generator, strictly lower the
energy. -/
theorem large_shift_lowers_energy (h : Matrix (o ⊕ v) (o ⊕ v) ℝ)
    {G : Matrix (o ⊕ v) (o ⊕ v) ℝ →ₗ[ℝ] Matrix (o ⊕ v) (o ⊕ v) ℝ} (hG : TraceSelfAdjoint G)
    {F : Matrix (o ⊕ v) (o ⊕ v) ℝ} (hFock : F = fock h G occ) (hF : F.IsSymm)
    (hne : ∃ a i, F (.inr a) (.inl i) ≠ 0) :
    ∃ b₀, ∀ b > b₀, ∃ δ > 0, ∀ t, 0 < t → t < δ →
      energy h G (rotate (step F b) occ t) < energy h G occ := by
  -- a shift above every difference `e_i - e_a` opens all gaps
  obtain ⟨M, hM⟩ := (Set.finite_range fun p : v × o =>
    F (.inl p.2) (.inl p.2) - F (.inr p.1) (.inr p.1)).bddAbove
  refine ⟨M, fun b hb => ?_⟩
  have hgap : ∀ a i, 0 < gap F b a i := by
    intro a i
    have h1 : F (.inl i) (.inl i) - F (.inr a) (.inr a) ≤ M := hM ⟨(a, i), rfl⟩
    unfold gap
    linarith
  obtain ⟨hd, hiff⟩ := level_shift_descent h hG hFock hF hgap
  -- a negative derivative makes the difference quotients negative near zero
  have hev := (hasDerivAt_iff_tendsto_slope.1 hd).eventually (Iio_mem_nhds (hiff.2 hne))
  rw [eventually_nhdsWithin_iff, Metric.eventually_nhds_iff] at hev
  obtain ⟨δ, hδ, H⟩ := hev
  refine ⟨δ, hδ, fun t ht htδ => ?_⟩
  have hs := H (y := t) (by rwa [Real.dist_eq, sub_zero, abs_of_pos ht]) ht.ne'
  have h0 : rotate (step F b) occ 0 = occ := by simp [rotate]
  simp only [slope_def_field, h0, sub_zero] at hs
  by_contra hc
  exact absurd hs (not_lt_of_ge (div_nonneg (by linarith) ht.le))
```

Suppose that some F_ai is nonzero. Then there is a threshold b₀ such that for each b > b₀ there is a δ > 0 with

E(R(t)) < E(P) whenever 0 < t < δ.

Positive gaps are no longer assumed, because a large shift produces them. There are finitely many differences e_i − e_a, so they have an upper bound M. If b > M, then

g_ai = b − (e_i − e_a) > 0.

The previous theorem now gives E'(0) < 0. By the definition of the derivative, the quotient

(E(R(t)) − E(P)) / t

is negative for all sufficiently small positive t, and so is its numerator. In the code, `hasDerivAt_iff_tendsto_slope` supplies this limit and `Metric.eventually_nhds_iff` extracts δ. The size of δ may depend on b, and the theorem does not say whether the full step t = 1 is short enough.

## Two sites with on-site repulsion

```lean
/-- The mean field of an on-site repulsion `U`: each site feels `U` times its own density. -/
def onSite (U : ℝ) : Matrix n n ℝ →ₗ[ℝ] Matrix n n ℝ where
  toFun A := Matrix.diagonal fun k => U * A k k
  map_add' A B := by
    ext i j
    by_cases hij : i = j
    · subst hij; simp [mul_add]
    · simp [hij]
  map_smul' c A := by
    ext i j
    by_cases hij : i = j
    · subst hij; simp [mul_left_comm]
    · simp [hij]
```

The example uses the mean field

G(A)_kk = U A_kk,

with zero off-diagonal elements. With P as the density of one spin, the resulting E is half the restricted closed-shell mean-field energy of a Hubbard model. The fields `map_add'` and `map_smul'` prove linearity.

```lean
/-- Hopping with amplitude `-1` between two sites. -/
def hop : Matrix (Unit ⊕ Unit) (Unit ⊕ Unit) ℝ := fromBlocks 0 (-1) (-1) 0
```

There are two sites, one in each block, since `Unit` is a type with a single element. The one-electron matrix has zero diagonal and hopping −1, which sets the unit of energy.

```lean
/-- The on-site mean field is self-adjoint for the trace pairing. -/
theorem onSite_selfAdjoint (U : ℝ) : TraceSelfAdjoint (onSite (n := n) U) := by
  intro A B
  simp only [onSite, LinearMap.coe_mk, AddHom.coe_mk, Matrix.trace, Matrix.diag_apply,
    Matrix.diagonal_mul, Matrix.mul_diagonal]
  exact Finset.sum_congr rfl fun k _ => by ring
```

Both sides of the self-adjointness condition equal

U Σ_k A_kk B_kk,

and the proof compares them site by site.

```lean
/-- With one site filled, the two-site Fock matrix has diagonal `(U, 0)` and coupling `-1`. -/
theorem dimer_fock (U : ℝ) :
    fock hop (onSite U) occ = fromBlocks (U • 1) (-1) (-1) 0 := by
  ext (⟨⟩ | ⟨⟩) (⟨⟩ | ⟨⟩) <;> simp [fock, hop, onSite, occ]
```

With the first site filled, G(P) = diag(U,0). The Fock matrix therefore has diagonal (U,0) and both off-diagonal elements equal to −1. The proof checks the four entries.

```lean
/-- The two-site model with repulsion `U` and shift `b > U` has a self-adjoint mean field, a
symmetric Fock matrix, positive shifted gaps and a nonzero occupied-virtual element. -/
theorem level_shift_descent_witness {U b : ℝ} (hb : U < b) :
    TraceSelfAdjoint (onSite (n := Unit ⊕ Unit) U) ∧ (fock hop (onSite U) occ).IsSymm ∧
    (∀ a i, 0 < gap (fock hop (onSite U) occ) b a i) ∧
    fock hop (onSite U) occ (.inr ()) (.inl ()) ≠ 0 := by
  rw [dimer_fock]
  refine ⟨onSite_selfAdjoint U, ?_, ?_, ?_⟩
  · simp [Matrix.IsSymm, fromBlocks_transpose]
  · rintro ⟨⟩ ⟨⟩
    simp [gap, hb]
  · simp
```

The single shifted gap is

g = 0 − U + b = b − U,

which is positive for b > U, while F_ai = −1 is nonzero. The example thus meets every assumption of `level_shift_descent`, and the slope formula gives −2/(b − U).

```lean
/-- In the two-site model with a shift `b < U`, the energy along the level-shifted rotation has
the positive initial derivative `2 / (U - b)`. -/
theorem small_shift_raises_energy {U b : ℝ} (hb : b < U) :
    HasDerivAt (fun t => energy hop (onSite U)
      (rotate (step (fock hop (onSite U) occ) b) occ t)) (2 / (U - b)) 0 ∧
    0 < 2 / (U - b) := by
  have hpos : 0 < U - b := sub_pos.2 hb
  refine ⟨?_, by positivity⟩
  have hF : (fock hop (onSite U) occ).IsSymm := by
    rw [dimer_fock]
    simp [Matrix.IsSymm, fromBlocks_transpose]
  refine (energy_hasDerivAt hop (onSite_selfAdjoint U) _ occ).congr_deriv ?_
  rw [trace_step hF b, dimer_fock]
  have h1 : -U + b ≠ 0 := by linarith
  have h2 : U - b ≠ 0 := hpos.ne'
  simp only [gap, Finset.univ_unique, Finset.sum_singleton, fromBlocks_apply₁₁,
    fromBlocks_apply₂₁, fromBlocks_apply₂₂, Matrix.zero_apply, Matrix.neg_apply,
    Matrix.smul_apply, Matrix.one_apply_eq, smul_eq_mul, mul_one, zero_sub]
  rw [show -U + b = -(U - b) by ring, div_neg]
  ring

end

end LevelShiftDescent
```

For b < U the same gap is negative. The trace formula does not need positive gaps, so

E'(0) = −2 · (−1)² / (b − U) = 2 / (U − b) > 0.

The rotation now initially raises the energy. This includes the unshifted case b = 0 with U > 0, where the filled site lies above the empty one in the Fock diagonal. The filled orbital then turns towards the upper eigenvector of the shifted Fock matrix, whereas a Roothaan step that fills the lowest level would take the lower one. The proof reuses `energy_hasDerivAt` and `trace_step`, inserts the dimer's Fock matrix and simplifies the fraction.

```lean
#print axioms LevelShiftDescent.level_shift_descent
#print axioms LevelShiftDescent.large_shift_lowers_energy
#print axioms LevelShiftDescent.small_shift_raises_energy
```

```
'LevelShiftDescent.level_shift_descent' depends on axioms: [propext, Classical.choice, Quot.sound]
'LevelShiftDescent.large_shift_lowers_energy' depends on axioms: [propext, Classical.choice, Quot.sound]
'LevelShiftDescent.small_shift_raises_energy' depends on axioms: [propext, Classical.choice, Quot.sound]
```
